# A continuous periodic band with nonzero velocity at every Fermi point has equally many right and left movers per zone

Suppose I describe a band by a real function $E$ on the whole momentum line, with $E(k+G)=E(k)$, and count its movers in a half-open zone $[k_0,k_0+G)$, so that a Fermi point on the zone boundary is counted once. The physical claim is then that right and left movers at the Fermi level $\mu$ come in equal numbers. For $E(k)=\sin k$ and $\mu=0$ I can see it: the right mover at $k=0$ has a left-moving partner at $k=\pi$.

I would like a rigorous proof for a general band, checked by machine. My own case is a $C^1$ function of period $2\pi$ with finitely many zeros per period, all of nonzero slope. Is the finiteness really an assumption, or does it follow?

## Net flow through the Fermi level vanishes over a period

It follows, and continuity is enough in place of $C^1$, provided that $E'(k)$ exists and is nonzero wherever $E(k)=\mu$. The proof tracks which side of the Fermi level the band is on. Write $\operatorname{sgn}x$ for the sign of $x$, equal to $-1$, $0$ or $1$.

**Near a Fermi point.** Let $E(p)=\mu$ and $v=E'(p)\neq 0$. As $k\to p$, the quotient $(E(k)-\mu)/(k-p)$ tends to $v$, so $v$ times the quotient tends to $v^2>0$. It is therefore positive for $0<|k-p|<\varepsilon$ with some $\varepsilon>0$. Multiplying by $(k-p)^2$ gives

$$v\,(E(k)-\mu)\,(k-p)>0 .$$

To the right of $p$ the energy $E-\mu$ has the sign of $v$, and to the left it has the opposite sign.

**Finitely many crossings.** By this inequality, no other Fermi point lies close to a Fermi point. By continuity, none lies close to a momentum with $E\neq\mu$. Infinitely many Fermi points in a bounded interval $[a,b]$ would accumulate at some $p\in[a,b]$, which is now impossible.

**Flow on an interval.** Let $a<b$ with $E(a)\neq\mu$ and $E(b)\neq\mu$, and let $k_1<\dots<k_n$ be the Fermi points between them. Then

$$2\sum_{j=1}^{n}\operatorname{sgn}E'(k_j)=\operatorname{sgn}(E(b)-\mu)-\operatorname{sgn}(E(a)-\mu).$$

For $n=0$ the intermediate value theorem keeps the band on one side of $\mu$, and both sides of the equation are zero. For $n\geq 1$, let $m=k_n$ be the last crossing and $s=\operatorname{sgn}E'(m)$. Choose $c\in(a,m)$ and $r\in(m,b)$ within $\varepsilon$ of $m$, with the $\varepsilon$ that belongs to $m$. Then $\operatorname{sgn}(E(c)-\mu)=-s$ and $\operatorname{sgn}(E(r)-\mu)=s$. There is no crossing on $[r,b]$, so $\operatorname{sgn}(E(b)-\mu)=s$ too. There is none on $[c,m)$ either, so the crossings in $(a,c)$ are $k_1,\dots,k_{n-1}$, and induction gives

$$2\sum_{j=1}^{n-1}\operatorname{sgn}E'(k_j)=-s-\operatorname{sgn}(E(a)-\mu).$$

Adding $2s$ yields $s-\operatorname{sgn}(E(a)-\mu)$, as required.

**One period.** The zone boundary $k_0$ may itself be a Fermi point, so shift the zone slightly. Choose $c<k_0$ with no Fermi point in $[c,k_0)$. By periodicity there is none in $[c+G,k_0+G)$. The Fermi points in $[k_0,k_0+G)$ are therefore exactly those in $(c,c+G)$. Since $E(c+G)=E(c)\neq\mu$, the flow formula on $[c,c+G]$ has right-hand side zero. With $N_R$ right movers and $N_L$ left movers in the zone, its left-hand side is $2(N_R-N_L)$, so $N_R=N_L$. Both are zero if the Fermi level misses the band.

## Bands, zones and movers in Lean

The final theorem, `nielsen_ninomiya`, takes a function `E : ℝ → ℝ`, a Fermi level `μ` and a period `G`, and assumes four things:

- `hE : Continuous E`. In a tight-binding model, absolutely summable hopping amplitudes guarantee this.
- `hG : 0 < G`. The zone has positive length; your case is $G=2\pi$, $\mu=0$.
- `hper : Function.Periodic E G`. This is the lattice periodicity of the band.
- `hv : ∀ k, E k = μ → deriv E k ≠ 0`. The Fermi level doesn't touch a band extremum or any other point of zero velocity. Mathlib sets `deriv` to zero where a function is not differentiable, so this hypothesis includes differentiability at the Fermi points.

The sets `rightMovers E μ G k₀` and `leftMovers E μ G k₀` contain the momenta in `Ico k₀ (k₀ + G)` at which the band meets the Fermi level with positive or negative derivative. The group velocity is $E'/\hbar$, which has the same sign. For every `k₀`, the theorem concludes that both sets are finite and that their numbers of elements, written `ncard`, are equal.

The theorem treats one real band that returns to itself after one period. The Nielsen-Ninomiya theorem for lattice fermions in three dimensions concerns the chiralities of Weyl nodes of a matrix Hamiltonian, and needs a topological argument that a scalar band does not. Interactions are also absent here. In lattice simulation, the result says that a single non-interacting band satisfying these hypotheses cannot carry a lone one-way mover: discretising a right mover with dispersion $k$ as $\sin k$ brings in the partner at $\pi$.

```lean
import Mathlib

open Set Filter Topology

namespace NielsenNinomiyaOneDim

/-- Right movers: momenta in the zone `[k₀, k₀ + G)` where the band `E` crosses the Fermi level
`μ` with positive velocity. -/
def rightMovers (E : ℝ → ℝ) (μ G k₀ : ℝ) : Set ℝ :=
  {k | k ∈ Ico k₀ (k₀ + G) ∧ E k = μ ∧ 0 < deriv E k}

/-- Left movers: momenta in the zone `[k₀, k₀ + G)` where the band `E` crosses the Fermi level
`μ` with negative velocity. -/
def leftMovers (E : ℝ → ℝ) (μ G k₀ : ℝ) : Set ℝ :=
  {k | k ∈ Ico k₀ (k₀ + G) ∧ E k = μ ∧ deriv E k < 0}

variable {E : ℝ → ℝ} {μ : ℝ}

/-- Close to a Fermi point `p` with nonzero velocity, the energy measured from the Fermi level
has the sign of velocity times `k - p`. -/
theorem band_near_fermi_point {p : ℝ} (hp : E p = μ) (hv : deriv E p ≠ 0) :
    ∃ ε > 0, ∀ k, k ≠ p → |k - p| < ε → 0 < deriv E p * (E k - μ) * (k - p) := by
  have hd : HasDerivAt E (deriv E p) p := (differentiableAt_of_deriv_ne_zero hv).hasDerivAt
  have ht := (hasDerivAt_iff_tendsto_slope.mp hd).const_mul (deriv E p)
  have hev := ht.eventually (lt_mem_nhds (mul_self_pos.mpr hv))
  rw [eventually_nhdsWithin_iff, Metric.eventually_nhds_iff] at hev
  obtain ⟨ε, hε, h⟩ := hev
  refine ⟨ε, hε, fun k hk hkε => ?_⟩
  have hdist : dist k p < ε := by rwa [Real.dist_eq]
  have h1 : 0 < deriv E p * slope E p k := h hdist hk
  rw [slope_def_field, hp] at h1
  have hne : k - p ≠ 0 := sub_ne_zero.mpr hk
  have h2 : deriv E p * (E k - μ) * (k - p)
      = deriv E p * ((E k - μ) / (k - p)) * (k - p) ^ 2 := by field_simp
  rw [h2]
  exact mul_pos h1 (by positivity)

/-- If a continuous band has nonzero velocity at all its Fermi points, every momentum has a
neighbourhood with no Fermi point other than possibly itself. -/
theorem fermi_points_isolated (hE : Continuous E) (hv : ∀ k, E k = μ → deriv E k ≠ 0) (p : ℝ) :
    ∃ ε > 0, ∀ k, k ≠ p → |k - p| < ε → E k ≠ μ := by
  by_cases hp : E p = μ
  · obtain ⟨ε, hε, h⟩ := band_near_fermi_point hp (hv p hp)
    refine ⟨ε, hε, fun k hk hkε hz => ?_⟩
    have h1 := h k hk hkε
    simp [hz] at h1
  · have hev : ∀ᶠ k in 𝓝 p, E k ≠ μ := hE.continuousAt.eventually_ne hp
    obtain ⟨ε, hε, h⟩ := Metric.eventually_nhds_iff.mp hev
    refine ⟨ε, hε, fun k _ hkε => ?_⟩
    have hdist : dist k p < ε := by rwa [Real.dist_eq]
    exact h hdist

/-- A continuous band with nonzero velocity at all its Fermi points has finitely many of them
in a bounded momentum interval. -/
theorem fermi_points_finite (hE : Continuous E) (hv : ∀ k, E k = μ → deriv E k ≠ 0) (a b : ℝ) :
    {k | k ∈ Icc a b ∧ E k = μ}.Finite := by
  by_contra hinf
  -- infinitely many crossings would accumulate somewhere
  obtain ⟨p, -, hp⟩ := Set.Infinite.exists_accPt_of_subset_isCompact hinf
    (isCompact_Icc (a := a) (b := b)) (fun k hk => hk.1)
  obtain ⟨ε, hε, h⟩ := fermi_points_isolated hE hv p
  obtain ⟨k, ⟨hkp, hk⟩, hball⟩ :=
    ((accPt_iff_frequently.mp hp).and_eventually (Metric.ball_mem_nhds p hε)).exists
  have hdist : dist k p < ε := hball
  rw [Real.dist_eq] at hdist
  exact h k hkp hdist hk.2

/-- Two real numbers with positive product have the same sign. -/
theorem sign_eq_of_mul_pos {x y : ℝ} (h : 0 < x * y) : Real.sign x = Real.sign y := by
  rcases mul_pos_iff.mp h with ⟨hx, hy⟩ | ⟨hx, hy⟩
  · rw [Real.sign_of_pos hx, Real.sign_of_pos hy]
  · rw [Real.sign_of_neg hx, Real.sign_of_neg hy]

/-- A continuous band that does not meet the Fermi level on `[a, b]` lies on the same side of it
at both ends. -/
theorem same_side_of_no_crossing (hE : Continuous E) {a b : ℝ} (hab : a ≤ b)
    (h : ∀ k ∈ Icc a b, E k ≠ μ) : Real.sign (E a - μ) = Real.sign (E b - μ) := by
  apply sign_eq_of_mul_pos
  rcases lt_or_gt_of_ne (h a (left_mem_Icc.mpr hab)) with ha | ha <;>
    rcases lt_or_gt_of_ne (h b (right_mem_Icc.mpr hab)) with hb | hb
  · exact mul_pos_of_neg_of_neg (sub_neg.mpr ha) (sub_neg.mpr hb)
  · obtain ⟨k, hk, hkμ⟩ := intermediate_value_Icc hab hE.continuousOn ⟨ha.le, hb.le⟩
    exact absurd hkμ (h k hk)
  · obtain ⟨k, hk, hkμ⟩ := intermediate_value_Icc' hab hE.continuousOn ⟨hb.le, ha.le⟩
    exact absurd hkμ (h k hk)
  · exact mul_pos (sub_pos.mpr ha) (sub_pos.mpr hb)

/-- Spectral flow: let a continuous band have nonzero velocity at all its Fermi points, and let `Z`
be those between `a` and `b`, where `a < b` and both ends are off the Fermi level. Twice the sum of
the velocity signs over `Z` is the change of the sign of `E - μ` from `a` to `b`. -/
theorem spectral_flow (hE : Continuous E) (hv : ∀ k, E k = μ → deriv E k ≠ 0) {a : ℝ}
    (ha : E a ≠ μ) (Z : Finset ℝ) : ∀ b, a < b → E b ≠ μ →
    (∀ k, k ∈ Z ↔ k ∈ Ioo a b ∧ E k = μ) →
    2 * ∑ k ∈ Z, Real.sign (deriv E k) = Real.sign (E b - μ) - Real.sign (E a - μ) := by
  induction Z using Finset.induction_on_max with
  | empty =>
    intro b hab hb hZ
    have h := same_side_of_no_crossing (μ := μ) hE hab.le (fun k hk hk0 => by
      have h1 : a ≠ k := fun e => ha (e ▸ hk0)
      have h2 : k ≠ b := fun e => hb (e ▸ hk0)
      exact absurd ((hZ k).2 ⟨⟨lt_of_le_of_ne hk.1 h1, lt_of_le_of_ne hk.2 h2⟩, hk0⟩)
        (Finset.notMem_empty k))
    rw [Finset.sum_empty, h]
    ring
  | insert m s hm ih =>
    intro b hab hb hZ
    obtain ⟨⟨ham, hmb⟩, hm0⟩ := (hZ m).1 (Finset.mem_insert_self m s)
    obtain ⟨ε, hε, hloc⟩ := band_near_fermi_point hm0 (hv m hm0)
    -- momenta `c` and `r` just left and right of the last crossing `m`
    obtain ⟨c, hc1, hcm⟩ := exists_between (max_lt ham (sub_lt_self m hε))
    obtain ⟨hac, hεc⟩ := max_lt_iff.mp hc1
    obtain ⟨r, hmr, hr2⟩ := exists_between (lt_min hmb (lt_add_of_pos_right m hε))
    obtain ⟨hrb, hεr⟩ := lt_min_iff.mp hr2
    have hc := hloc c hcm.ne (by rw [abs_lt]; constructor <;> linarith)
    have hr := hloc r hmr.ne' (by rw [abs_lt]; constructor <;> linarith)
    have hnear : ∀ k, c ≤ k → k < m → E k ≠ μ := fun k h1 h2 h3 => by
      have h := hloc k h2.ne (by rw [abs_lt]; constructor <;> linarith)
      simp [h3] at h
    have sc : Real.sign (deriv E m) = -Real.sign (E c - μ) := by
      rw [← Real.sign_neg]
      have h : 0 < deriv E m * -(E c - μ) * (m - c) := by linarith
      exact sign_eq_of_mul_pos ((mul_pos_iff_of_pos_right (sub_pos.mpr hcm)).mp h)
    have sr : Real.sign (deriv E m) = Real.sign (E r - μ) :=
      sign_eq_of_mul_pos ((mul_pos_iff_of_pos_right (sub_pos.mpr hmr)).mp hr)
    have sb := same_side_of_no_crossing (μ := μ) hE hrb.le (fun k hk hk0 => by
      have h2 : k ≠ b := fun e => hb (e ▸ hk0)
      have hmk : m < k := hmr.trans_le hk.1
      rcases Finset.mem_insert.mp
        ((hZ k).2 ⟨⟨ham.trans hmk, lt_of_le_of_ne hk.2 h2⟩, hk0⟩) with h | h
      · exact hmk.ne' h
      · exact lt_asymm hmk (hm k h))
    have hs := ih c hac (hnear c le_rfl hcm) (fun k => by
      constructor
      · intro hk
        have h := (hZ k).1 (Finset.mem_insert_of_mem hk)
        exact ⟨⟨h.1.1, not_le.mp fun h1 => hnear k h1 (hm k hk) h.2⟩, h.2⟩
      · rintro ⟨⟨h1, h2⟩, h3⟩
        have hkm : k < m := h2.trans hcm
        exact (Finset.mem_insert.mp ((hZ k).2 ⟨⟨h1, hkm.trans hmb⟩, h3⟩)).resolve_left hkm.ne)
    rw [Finset.sum_insert (fun h => lt_irrefl m (hm m h))]
    linarith

/-- Single-band form of the Nielsen-Ninomiya theorem in one dimension: a continuous band of period
`G > 0` with nonzero velocity at all its Fermi points has finitely many right and left movers per
zone, in equal number. -/
theorem nielsen_ninomiya {G : ℝ} (hE : Continuous E) (hG : 0 < G) (hper : Function.Periodic E G)
    (hv : ∀ k, E k = μ → deriv E k ≠ 0) (k₀ : ℝ) :
    (rightMovers E μ G k₀).Finite ∧ (leftMovers E μ G k₀).Finite ∧
      (rightMovers E μ G k₀).ncard = (leftMovers E μ G k₀).ncard := by
  have hF : {k | k ∈ Ico k₀ (k₀ + G) ∧ E k = μ}.Finite :=
    (fermi_points_finite hE hv k₀ (k₀ + G)).subset
      (fun k hk => ⟨Ico_subset_Icc_self hk.1, hk.2⟩)
  obtain ⟨Z, hZ⟩ : ∃ Z : Finset ℝ, ∀ k, k ∈ Z ↔ k ∈ Ico k₀ (k₀ + G) ∧ E k = μ :=
    ⟨hF.toFinset, fun k => hF.mem_toFinset⟩
  -- shift the zone slightly so that its ends are off the Fermi level
  obtain ⟨ε, hε, hiso⟩ := fermi_points_isolated hE hv k₀
  obtain ⟨c, hc1, hc2⟩ := exists_between (sub_lt_self k₀ hε)
  have hgap : ∀ k, c ≤ k → k < k₀ → E k ≠ μ := fun k h1 h2 =>
    hiso k h2.ne (by rw [abs_lt]; constructor <;> linarith)
  have hflow := spectral_flow hE hv (hgap c le_rfl hc2) Z (c + G) (by linarith)
    (by rw [hper c]; exact hgap c le_rfl hc2) (fun k => by
      rw [hZ]
      constructor
      · rintro ⟨⟨h1, h2⟩, h3⟩
        refine ⟨⟨by linarith, ?_⟩, h3⟩
        by_contra h
        exact hgap (k - G) (by linarith [not_lt.mp h]) (by linarith)
          (by rw [hper.sub_eq]; exact h3)
      · rintro ⟨⟨h1, h2⟩, h3⟩
        refine ⟨⟨?_, by linarith⟩, h3⟩
        by_contra h
        exact hgap k h1.le (not_le.mp h) h3)
  rw [hper c, sub_self] at hflow
  -- the sum of velocity signs counts right movers minus left movers
  have hR : rightMovers E μ G k₀ = ↑(Z.filter (fun k => 0 < deriv E k)) := by
    ext k
    simp [rightMovers, hZ, and_assoc]
  have hL : leftMovers E μ G k₀ = ↑(Z.filter (fun k => deriv E k < 0)) := by
    ext k
    simp [leftMovers, hZ, and_assoc]
  have hsum : ∑ k ∈ Z, Real.sign (deriv E k)
      = ((Z.filter (fun k => 0 < deriv E k)).card : ℝ)
        - ((Z.filter (fun k => deriv E k < 0)).card : ℝ) := by
    rw [← Finset.sum_boole, ← Finset.sum_boole, ← Finset.sum_sub_distrib]
    refine Finset.sum_congr rfl fun k hk => ?_
    rcases lt_or_gt_of_ne (hv k ((hZ k).1 hk).2) with h | h
    · rw [Real.sign_of_neg h, if_neg (not_lt_of_ge h.le), if_pos h]
      norm_num
    · rw [Real.sign_of_pos h, if_pos h, if_neg (not_lt_of_ge h.le)]
      norm_num
  refine ⟨by rw [hR]; exact Finset.finite_toSet _, by rw [hL]; exact Finset.finite_toSet _, ?_⟩
  rw [hR, hL, Set.ncard_coe_finset, Set.ncard_coe_finset]
  have h : ((Z.filter (fun k => 0 < deriv E k)).card : ℝ)
      = ((Z.filter (fun k => deriv E k < 0)).card : ℝ) := by linarith
  exact_mod_cast h

end NielsenNinomiyaOneDim
```

```lean
#print axioms NielsenNinomiyaOneDim.nielsen_ninomiya
```

```
'NielsenNinomiyaOneDim.nielsen_ninomiya' depends on axioms: [propext, Classical.choice, Quot.sound]
```

## From the local sign to the count

`band_near_fermi_point` is the local inequality. It turns the derivative into a limit of slopes, multiplies by `deriv E p`, and extracts `ε` from the positivity of the limit. `fermi_points_isolated` splits into the two cases $E(p)=\mu$ and $E(p)\neq\mu$, and `fermi_points_finite` obtains the accumulation point from compactness of `Icc a b`.

Two short lemmas handle signs. `sign_eq_of_mul_pos` says that numbers with positive product have equal sign, and `same_side_of_no_crossing` applies the intermediate value theorem to a rising and a falling band.

`spectral_flow` is the flow formula, with the crossings collected in a finite set `Z`. The induction principle `Finset.induction_on_max` adds an element larger than all the others, which is the last crossing `m`. The right end `b` is quantified inside the statement because the induction step replaces it by `c`. In that step, `sc` and `sr` give the signs just left and right of `m`, `sb` carries the sign from `r` to `b`, and `hs` is the induction hypothesis on the shorter interval. The closing `linarith` adds them up.

In `nielsen_ninomiya`, `hgap` records that the strip from `c` to `k₀` has no crossing, and `hflow` applies the flow formula from `c` to `c + G`. The argument inside `hflow` matches the Fermi points of the two zones, moving a momentum by `G` where necessary. Finally, `hsum` rewrites the sum of velocity signs as right movers minus left movers, and the vanishing flow makes the two counts equal.

## A sawtooth band and a sign-reversing band

Without continuity the pairing can fail. Let $E(k)=k$ on $[-\pi,\pi)$, continued with period $2\pi$, and let $\mu=0$. The zone $[-\pi,\pi)$ has one right mover, at $k=0$, and no left mover. The band returns below the Fermi level by a jump at the zone boundary, where there is no Fermi point to count. In real space this band needs hopping amplitudes that fall off only as the inverse distance.

The same argument also settles a continuous band whose energy, measured from $\mu$, changes sign after one period: $E(k+G)-\mu=-(E(k)-\mu)$. If its crossings have nonzero velocity, the two ends of the shifted zone lie on opposite sides of the Fermi level, and the flow formula gives $N_R-N_L=\pm1$. An example is $\sin(k/2)$ with $G=2\pi$ and $\mu=0$, which has a single crossing per zone. It can't be the whole spectrum of a lattice with reciprocal period $G$: that spectrum is periodic, so it also contains the partner $-\sin(k/2)$, which crosses at the same momentum in the other direction and restores the balance.
